# With a time reversal of square +1, every state is u + iv with u and v time-reversal invariant

On a complex inner product space of any dimension, let T be a map that exchanges the two arguments of every inner product, ⟨Tx, Ty⟩ = ⟨y, x⟩, and gives back each vector when applied twice. The declaration states that every vector x, normalised or not, can be written as u + iv with Tu = u and Tv = v. The attempt gives the parts outright, u = (x + Tx)/2 and v = (x − Tx)/(2i), and checks the three equations, using the antilinearity of T proved just before. Since an antilinear map conjugates coefficients, the proof first records the conjugates of 1/2 and i/2.

The first attempt, which Lean rejects:

```lean
import Mathlib

open ComplexConjugate

namespace RealStructureOfTimeReversal

noncomputable section

variable {E : Type*} [NormedAddCommGroup E] [InnerProductSpace ℂ E]

/-- A time reversal with square `+1`: it exchanges the two arguments of every inner product,
and applying it twice gives back the state. -/
structure IsEvenTimeReversal (T : E → E) : Prop where
  inner_map : ∀ x y, inner ℂ (T x) (T y) = inner ℂ y x
  involutive : ∀ x, T (T x) = x

variable {T : E → E}

/-- Time reversal is antilinear: it conjugates the coefficients of a superposition. -/
theorem IsEvenTimeReversal.antilinear (hT : IsEvenTimeReversal T) (a b : ℂ) (x y : E) :
    T (a • x + b • y) = conj a • T x + conj b • T y := by
  -- every test vector `w` is the time reverse of `T w`
  refine ext_inner_left ℂ fun w => ?_
  rw [← hT.involutive w, hT.inner_map, inner_add_left, inner_smul_left, inner_smul_left,
    inner_add_right, inner_smul_right, inner_smul_right, hT.inner_map, hT.inner_map]

/-- Every state is `u + i v` for some `T`-fixed vectors `u` and `v`. -/
theorem IsEvenTimeReversal.exists_parts (hT : IsEvenTimeReversal T) (x : E) :
    ∃ u v, T u = u ∧ T v = v ∧ x = u + Complex.I • v := by
  have h2 : conj (1 / 2 : ℂ) = 1 / 2 := by simp
  have hI : conj (Complex.I / 2) = -(Complex.I / 2) := by
    rw [map_div₀, Complex.conj_I, map_ofNat, neg_div]
  have hII : Complex.I * (Complex.I / 2) = -(1 / 2) := by
    rw [← mul_div_assoc, Complex.I_mul_I, neg_div]
  -- the parts are `(x + T x) / 2` and `(x - T x) / (2 i)`
  refine ⟨(1 / 2 : ℂ) • x + (1 / 2 : ℂ) • T x,
    (-(Complex.I / 2)) • x + (Complex.I / 2) • T x, ?_, ?_, ?_⟩
  · rw [hT.antilinear, hT.involutive, h2]
    exact add_comm _ _
  · rw [hT.antilinear, hT.involutive, map_neg, hI, neg_neg]
    exact add_comm _ _
  · rw [smul_add, smul_smul, smul_smul, mul_neg, hII]
    module

end

end RealStructureOfTimeReversal
```

The compiler's answer:

```
Main.lean:30:40: error: unsolved goals
E : Type u_1
inst✝¹ : NormedAddCommGroup E
inst✝ : InnerProductSpace ℂ E
T : E → E
hT : IsEvenTimeReversal T
x : E
⊢ (starRingEnd ℂ) 2 = 2
```

Lean accepts the file once it reads:

```diff
@@ -28,5 +28,6 @@
 theorem IsEvenTimeReversal.exists_parts (hT : IsEvenTimeReversal T) (x : E) :
     ∃ u v, T u = u ∧ T v = v ∧ x = u + Complex.I • v := by
-  have h2 : conj (1 / 2 : ℂ) = 1 / 2 := by simp
+  have h2 : conj (1 / 2 : ℂ) = 1 / 2 := by
+    rw [map_div₀, map_one, map_ofNat]
   have hI : conj (Complex.I / 2) = -(Complex.I / 2) := by
     rw [map_div₀, Complex.conj_I, map_ofNat, neg_div]
```

What went wrong. The error is in the auxiliary fact `h2`, that the complex number 1/2 is its own conjugate. "Unsolved goals" means that `simp` made progress but did not finish the proof. What it left is `(starRingEnd ℂ) 2 = 2`, where `starRingEnd ℂ` is complex conjugation, written `conj` in the file. The remaining goal is true, but `simp` as called did not evaluate conjugation at the numeral 2.

The repair replaces `simp` with three explicit rewrites. `map_div₀` turns the conjugate of the quotient into the quotient of the conjugates, `map_one` evaluates the conjugate of 1, and `map_ofNat` evaluates the conjugate of 2, which is the step that was missing. Both sides are then `1 / 2`, and `rw` closes the goal by reflexivity. The next fact, `hI`, already uses `map_ofNat` for the same numeral.
